# Antisymmetrization absorbs any prior signed average over particle permutations

The antisymmetrizer `asym` sends a complex function `F` of the coordinates of finitely many labelled particles to its signed average over all permutations of the labels, with the prefactor 1/N! for N particles. The theorem `asym_average` says that if `F` is first replaced by its signed average over any nonempty finite family of permutations, repetitions allowed, antisymmetrizing gives the same function as antisymmetrizing `F` directly. `F` is arbitrary: it need not be normalised or have any symmetry, and no Hamiltonian enters. The attempt first shows, by reindexing the sum, that permuting the arguments of `F` by `t` multiplies the antisymmetrized function by the sign of `t`. It then exchanges the two sums, so that each member of the family contributes its sign squared, which is one, times `asym F`, and the average is `asym F` again.

The first attempt, which Lean rejects:

```lean
import Mathlib

open Equiv (Perm)

local notation:10000 n "!" => Nat.factorial n

namespace AsymAverage

noncomputable section

variable {X ι κ μ : Type*} [Fintype ι] [DecidableEq ι] [Fintype κ] [DecidableEq κ]
  [Fintype μ] [DecidableEq μ]

/-- The sign of a permutation of particle labels, as a complex number. -/
def sgn (s : Perm ι) : ℂ := ((Equiv.Perm.sign s : ℤ) : ℂ)

/-- The antisymmetrizer: the signed average of a wavefunction over all permutations
of its particle labels. -/
def asym (F : (ι → X) → ℂ) : (ι → X) → ℂ := fun x =>
  ((Fintype.card ι)! : ℂ)⁻¹ * ∑ s : Perm ι, sgn s * F (fun i => x (s i))

/-- The sign of a permutation squares to one. -/
theorem sgn_mul_self (s : Perm ι) : sgn s * sgn s = 1 := by
  rcases Int.units_eq_one_or (Equiv.Perm.sign s) with h | h <;> simp [sgn, h]

/-- A signed average over any nonempty finite family of permutations, taken before the full
antisymmetrization, leaves the result unchanged. -/
theorem asym_average {T : Type*} [Fintype T] [Nonempty T] (g : T → Perm ι)
    (F : (ι → X) → ℂ) :
    asym (fun y => (Fintype.card T : ℂ)⁻¹ * ∑ t, sgn (g t) * F (fun i => y (g t i)))
      = asym F := by
  funext x
  -- permuting the arguments first only produces a sign
  have h : ∀ t : Perm ι, asym (fun y => F (fun i => y (t i))) x = sgn t * asym F x := by
    intro t
    simp only [asym]
    rw [← Equiv.sum_comp (Equiv.mulRight t) (fun s : Perm ι => sgn s * F (fun i => x (s i))),
      mul_left_comm, Finset.mul_sum]
    congr 1
    refine Finset.sum_congr rfl fun s _ => ?_
    have e : sgn (s * t) = sgn s * sgn t := by simp [sgn]
    change sgn s * F (fun i => x (s (t i))) = sgn t * (sgn (s * t) * F (fun i => x (s (t i))))
    rw [e]
    linear_combination (-(sgn s * F (fun i => x (s (t i))))) * sgn_mul_self t
  have hc : (Fintype.card T : ℂ) ≠ 0 := Nat.cast_ne_zero.mpr Fintype.card_ne_zero
  have h2 : ∀ t, sgn (g t) * (sgn (g t) * asym F x) = asym F x := fun t => by
    rw [← mul_assoc, sgn_mul_self, one_mul]
  calc _ = (Fintype.card T : ℂ)⁻¹ *
        ∑ t, sgn (g t) * asym (fun y => F (fun i => y (g t i))) x := by
        simp only [asym, Finset.mul_sum]
        refine Finset.sum_comm.trans ?_
        refine Finset.sum_congr rfl fun t _ => Finset.sum_congr rfl fun s _ => ?_
        ring
    _ = asym F x := by
        simp only [h, h2, Finset.sum_const, Finset.card_univ, nsmul_eq_mul]
        exact inv_mul_cancel_left₀ hc _

end

end AsymAverage
```

The compiler's answer:

```
Main.lean:40:11: error: typeclass instance problem is stuck
  AddCommMonoid ?m.98

Note: Lean will not try to resolve this typeclass instance problem because the type argument to `AddCommMonoid` is a metavariable. This argument must be fully determined before Lean will try to resolve the typeclass.

Hint: Adding type annotations and supplying implicit arguments to functions can give Lean more information for typeclass resolution. For example, if you have a variable `x` that you intend to be a `Nat`, but Lean reports it as having an unresolved type like `?m`, replacing `x` with `(x : Nat)` can get typeclass resolution un-stuck.
```

The repair, with which the file compiles:

```diff
@@ -36,6 +36,7 @@
     simp only [asym]
     rw [← Equiv.sum_comp (Equiv.mulRight t) (fun s : Perm ι => sgn s * F (fun i => x (s i))),
-      mul_left_comm, Finset.mul_sum]
+      mul_left_comm]
     congr 1
+    rw [Finset.mul_sum]
     refine Finset.sum_congr rfl fun s _ => ?_
     have e : sgn (s * t) = sgn s * sgn t := by simp [sgn]
```

Diagnosis. The error falls on `Finset.sum_congr`, which proves an equality between two sums. The goal there is not of that form, so it does not tell Lean in what type the sums are taken, and the search for an `AddCommMonoid` instance is stuck.

The cause is the earlier `Finset.mul_sum`, which moves a factor inside a sum. After `mul_left_comm`, both sides of the goal are 1/N! times something: on the left a sum, on the right `sgn t` times a sum. The rewrite was needed on the right, but the left side also fits its pattern and is met first, so 1/N! went into the left sum and the right side stayed a product. With a sum facing a product, `congr 1` could no longer cancel the prefactor.

The repair takes `Finset.mul_sum` out of the first `rw` and runs it after `congr 1`. The common 1/N! is then removed first, and the only product with a sum left to match is the one on the right. `sgn t` moves inside that sum, both sides are sums over the same permutations, and `Finset.sum_congr` applies.
